# Entry moduli, diagonal and triangle products do not fix a Hermitian matrix up to basis phases

Four states form a ring with zero diagonal entries and unit couplings between neighbours, except that the bond closing the ring is either `1` or `-1`. The theorem `fourRing_not_equivalent` states that both coupling matrices are Hermitian and that they agree in their diagonals, in the moduli of all entries and in the products of couplings round every triangle of distinct states, yet no choice of phases for the basis states turns the first into the second. The proof checks the points of agreement entry by entry. For the last claim it assumes that such phases exist and applies `closed_loop_invariant` to the loop through all four states, whose product is 1 in one ring and -1 in the other.

Lean 4 with Mathlib refuses this proof:

```lean
import Mathlib

open Matrix

namespace FourRingNotEquivalent

variable {n : Type*} [Fintype n] [DecidableEq n]

/-- The matrix `D H D*`, where `D` is the diagonal matrix with entries `d i`. It is the coupling
matrix obtained when each basis ket `i` is multiplied by the conjugate of `d i`. -/
def rephase (d : n → ℂ) (H : Matrix n n ℂ) : Matrix n n ℂ :=
  diagonal d * H * (diagonal d)ᴴ

/-- Two coupling matrices are gauge equivalent if a choice of phases of the basis states
turns the first into the second. -/
def GaugeEquivalent (H K : Matrix n n ℂ) : Prop :=
  ∃ d : n → ℂ, (∀ i, ‖d i‖ = 1) ∧ K = rephase d H

/-- Two coupling matrices have the same diagonal entries, the same moduli of all entries, and
the same products of couplings around every triangle of distinct states. -/
def SameInvariants (H K : Matrix n n ℂ) : Prop :=
  (∀ i, K i i = H i i) ∧ (∀ i j, ‖K i j‖ = ‖H i j‖) ∧
    ∀ i j k, i ≠ j → j ≠ k → k ≠ i →
      K i j * K j k * K k i = H i j * H j k * H k i

/-- A complex number times its conjugate is its squared modulus. -/
theorem mul_star_eq (z : ℂ) : z * star z = ((‖z‖ ^ 2 : ℝ) : ℂ) :=
  (Complex.mul_conj z).trans (by rw [Complex.normSq_eq_norm_sq])

/-- A phase factor times its conjugate is one. -/
theorem phase_mul_star {z : ℂ} (hz : ‖z‖ = 1) : z * star z = 1 := by
  rw [mul_star_eq, hz]
  norm_num

/-- Rephasing multiplies the coupling between states `i` and `j` by `d i` and by the
conjugate of `d j`. -/
theorem rephase_apply (d : n → ℂ) (H : Matrix n n ℂ) (i j : n) :
    rephase d H i j = d i * H i j * star (d j) := by
  simp only [rephase, diagonal_conjTranspose, mul_diagonal, diagonal_mul, Pi.star_apply]

/-- The product of couplings around a closed loop of any length is the same for gauge
equivalent matrices. -/
theorem closed_loop_invariant {H K : Matrix n n ℂ} (h : GaugeEquivalent H K)
    (c : ℕ → n) (m : ℕ) (hc : c m = c 0) :
    ∏ t ∈ Finset.range m, K (c t) (c (t + 1)) =
      ∏ t ∈ Finset.range m, H (c t) (c (t + 1)) := by
  obtain ⟨d, hd, rfl⟩ := h
  -- along an open walk only the phases of the two end points survive
  have walk : ∀ m : ℕ, ∏ t ∈ Finset.range m, rephase d H (c t) (c (t + 1)) =
      d (c 0) * (∏ t ∈ Finset.range m, H (c t) (c (t + 1))) * star (d (c m)) := by
    intro m
    induction m with
    | zero =>
      simp only [Finset.prod_range_zero, mul_one]
      exact (phase_mul_star (hd _)).symm
    | succ m ih =>
      rw [Finset.prod_range_succ, Finset.prod_range_succ, ih, rephase_apply]
      linear_combination (d (c 0) * (∏ t ∈ Finset.range m, H (c t) (c (t + 1))) *
        H (c m) (c (m + 1)) * star (d (c (m + 1)))) * phase_mul_star (hd (c m))
  rw [walk m, hc]
  linear_combination (∏ t ∈ Finset.range m, H (c t) (c (t + 1))) *
    phase_mul_star (hd (c 0))

/-- A ring of four states with unit couplings, except for the bond `t` that closes the ring. -/
def fourRing (t : ℂ) : Matrix (Fin 4) (Fin 4) ℂ :=
  !![0, 1, 0, t; 1, 0, 1, 0; 0, 1, 0, 1; t, 0, 1, 0]

/-- The four-state rings with closing bond `1` and `-1` are Hermitian and agree in diagonals,
moduli and triangle products, yet no choice of phases turns one into the other. -/
theorem fourRing_not_equivalent :
    (fourRing 1).IsHermitian ∧ (fourRing (-1)).IsHermitian ∧
      SameInvariants (fourRing 1) (fourRing (-1)) ∧
      ¬ GaugeEquivalent (fourRing 1) (fourRing (-1)) := by
  refine ⟨?_, ?_, ⟨?_, ?_, ?_⟩, ?_⟩
  · ext i j
    fin_cases i <;> fin_cases j <;> simp [fourRing]
  · ext i j
    fin_cases i <;> fin_cases j <;> simp [fourRing]
  · intro i
    fin_cases i <;> simp [fourRing]
  · intro i j
    fin_cases i <;> fin_cases j <;> simp [fourRing]
  · intro i j k _ _ _
    fin_cases i <;> fin_cases j <;> fin_cases k <;> simp [fourRing]
  · intro h
    -- the loop through all four states has product 1 in one ring and -1 in the other
    have h1 := closed_loop_invariant h
      (fun t => if t = 1 then 1 else if t = 2 then 2 else if t = 3 then 3 else 0) 4 (by simp)
    norm_num [Finset.prod_range_succ, fourRing] at h1

end FourRingNotEquivalent
```

Lean reports:

```
Main.lean:85:2: error: unsolved goals
case refine_6
h : GaugeEquivalent (fourRing 1) (fourRing (-1))
h1 :
  ![1, 0, 1, 0] 2 *
        vecCons (![0, 1, 0, -1] 3)
          (fun i => vecCons (![1, 0, 1, 0] 3) (fun i => vecCons (![0, 1, 0, 1] 3) (fun i => ![-1, 0, 1, 0] 3) i) i) 2 *
      vecCons 0 (fun i => vecCons 1 (fun i => vecCons 0 (fun i => -1) i) i) 3 =
    ![1, 0, 1, 0] 2 *
        vecCons (![0, 1, 0, 1] 3)
          (fun i => vecCons (![1, 0, 1, 0] 3) (fun i => vecCons (![0, 1, 0, 1] 3) (fun i => ![1, 0, 1, 0] 3) i) i) 2 *
      vecCons 0 (fun i => vecCons 1 (fun i => vecCons 0 (fun i => 1) i) i) 3
⊢ False
```

Cause. The one error says that the goal `False` is still open after the last `norm_num`. The `h1` in the message shows that the loop product was expanded and `fourRing` unfolded, but that entries such as `![1, 0, 1, 0] 2`, and nested `vecCons` terms applied to `2` or `3`, were never reduced to numbers. Mathlib evaluates a vector literal at such an index with a simproc, `cons_val`. `simp` runs simprocs, but `norm_num` does not, even though it uses the ordinary simp lemmas. So `h1` never became the false equation `-1 = 1` that would have closed the goal.

The repair no longer relies on `norm_num` to read off matrix entries. The new `h1` states the loop identity with explicit entries such as `fourRing (-1) 0 1`, and `simpa` derives it from `closed_loop_invariant` without unfolding `fourRing`. The four facts `e01` to `e30` give the entries needed for any closing bond `t`, and each holds by `rfl`, that is, by computing the entry from the definition. The `rw` puts these values into `h1`, going through the list twice because each rewrite fixes one value of `t` and both `-1` and `1` occur. Only arithmetic is then left, and `norm_num` finds the contradiction.

Lean accepts the file once it reads:

```diff
@@ -85,7 +85,14 @@
   · intro h
     -- the loop through all four states has product 1 in one ring and -1 in the other
-    have h1 := closed_loop_invariant h
-      (fun t => if t = 1 then 1 else if t = 2 then 2 else if t = 3 then 3 else 0) 4 (by simp)
-    norm_num [Finset.prod_range_succ, fourRing] at h1
+    have h1 : fourRing (-1) 0 1 * fourRing (-1) 1 2 * fourRing (-1) 2 3 * fourRing (-1) 3 0 =
+        fourRing 1 0 1 * fourRing 1 1 2 * fourRing 1 2 3 * fourRing 1 3 0 := by
+      simpa [Finset.prod_range_succ] using closed_loop_invariant h
+        (fun t => if t = 1 then 1 else if t = 2 then 2 else if t = 3 then 3 else 0) 4 (by simp)
+    have e01 : ∀ t, fourRing t 0 1 = 1 := fun _ => rfl
+    have e12 : ∀ t, fourRing t 1 2 = 1 := fun _ => rfl
+    have e23 : ∀ t, fourRing t 2 3 = 1 := fun _ => rfl
+    have e30 : ∀ t, fourRing t 3 0 = t := fun _ => rfl
+    rw [e01, e12, e23, e30, e01, e12, e23, e30] at h1
+    norm_num at h1
 
 end FourRingNotEquivalent
```
